# For finite matrices, the static linear response of a Boltzmann trace is an imaginary-time integral

For a finite complex square matrix $H$ and a real imaginary time $t$, the Boltzmann operator is $e^{-tH}$, and a static field of strength $\lambda$ that couples to a matrix $B$ changes the Hamiltonian from $H$ to $H-\lambda B$. The question is how $\mathrm{Tr}(e^{-\beta H}A)$, the unnormalised thermal expectation of an observable $A$ at inverse temperature $\beta$, changes to first order in the field when $B$ need not commute with $H$.

In Lean 4 with Mathlib:

```lean
import Mathlib

open Matrix Filter Topology
open scoped Matrix.Norms.Operator

namespace StaticLinearResponse

noncomputable section

variable {n : Type*} [Fintype n] [DecidableEq n]

/-- The Boltzmann operator `exp(-t H)` at imaginary time `t`. -/
def boltzmann (H : Matrix n n ℂ) (t : ℝ) : Matrix n n ℂ :=
  NormedSpace.exp (-(t • H))

/-- The Kubo integral: the imaginary-time correlation function
`Tr(exp(-(β-τ)H) B exp(-τH) A)` integrated over `τ` from `0` to `β`. -/
def kubo (H A B : Matrix n n ℂ) (β : ℝ) : ℂ :=
  ∫ τ in (0 : ℝ)..β, trace (boltzmann H (β - τ) * B * boltzmann H τ * A)

/-- The thermal average `Tr(exp(-βH) A) / Tr(exp(-βH))`, meaningful where the partition
function `Tr(exp(-βH))` is nonzero. -/
def thermalAverage (H A : Matrix n n ℂ) (β : ℝ) : ℂ :=
  trace (boltzmann H β * A) / trace (boltzmann H β)

/-- The Boltzmann operator depends continuously on the Hamiltonian and the imaginary time
together. -/
theorem continuous_boltzmann {X : Type*} [TopologicalSpace X] {K : X → Matrix n n ℂ}
    {t : X → ℝ} (hK : Continuous K) (ht : Continuous t) :
    Continuous fun x => boltzmann (K x) (t x) :=
  NormedSpace.exp_continuous.comp (ht.smul hK).neg

/-- Duhamel's identity under the trace: the Boltzmann operators of two Hamiltonians `K` and `H`
differ by an imaginary-time integral with one insertion of `H - K`. -/
theorem duhamel_trace (H K A : Matrix n n ℂ) (β : ℝ) :
    trace (boltzmann K β * A) - trace (boltzmann H β * A) =
      ∫ τ in (0 : ℝ)..β,
        trace (boltzmann K (β - τ) * (H - K) * boltzmann H τ * A) := by
  let T : Matrix n n ℂ →L[ℝ] ℂ :=
    ⟨Matrix.traceLinearMap n ℝ ℂ, continuous_id.matrix_trace⟩
  -- evolve with `H` up to time `τ` and with `K` for the rest, and differentiate in `τ`
  have hF : ∀ τ : ℝ, HasDerivAt
      (fun s : ℝ => trace (boltzmann K (β - s) * boltzmann H s * A))
      (-trace (boltzmann K (β - τ) * (H - K) * boltzmann H τ * A)) τ := by
    intro τ
    have hK : HasDerivAt (fun s : ℝ => boltzmann K s)
        (-(boltzmann K (β - τ) * K)) (β - τ) := by
      have h := hasDerivAt_exp_smul_const (-K) (β - τ)
      simp only [smul_neg, mul_neg] at h
      exact h
    have h1 : HasDerivAt (fun s : ℝ => boltzmann K (β - s))
        (boltzmann K (β - τ) * K) τ := by
      have h := hK.comp_const_sub β τ
      rwa [neg_neg] at h
    have h2 : HasDerivAt (fun s : ℝ => boltzmann H s) (-(H * boltzmann H τ)) τ := by
      have h := hasDerivAt_exp_smul_const' (-H) τ
      simp only [smul_neg, neg_mul] at h
      exact h
    have h3 := (h1.fun_mul h2).mul_const A
    have h4 : HasDerivAt
        (fun s : ℝ => trace (boltzmann K (β - s) * boltzmann H s * A))
        (trace ((boltzmann K (β - τ) * K * boltzmann H τ
          + boltzmann K (β - τ) * -(H * boltzmann H τ)) * A)) τ :=
      T.hasFDerivAt.comp_hasDerivAt τ h3
    refine h4.congr_deriv ?_
    rw [← trace_neg]
    congr 1
    noncomm_ring
  have hc : Continuous fun τ : ℝ =>
      -trace (boltzmann K (β - τ) * (H - K) * boltzmann H τ * A) :=
    ((((continuous_boltzmann continuous_const (continuous_const.sub continuous_id)).mul
      continuous_const).mul (continuous_boltzmann continuous_const continuous_id)).mul
      continuous_const).matrix_trace.neg
  have hz : ∀ M : Matrix n n ℂ, boltzmann M 0 = 1 := fun M => by
    simp [boltzmann, NormedSpace.exp_zero]
  -- the fundamental theorem of calculus between `τ = 0` and `τ = β`
  have h := intervalIntegral.integral_eq_sub_of_hasDerivAt (fun τ _ => hF τ)
    (hc.intervalIntegrable 0 β)
  rw [intervalIntegral.integral_neg] at h
  simp only [sub_self, sub_zero, hz, one_mul, mul_one] at h
  linear_combination h

/-- Static linear response: the derivative of `Tr(exp(-β(H - l B)) A)` with respect to the
field `l` at `l = 0` is the Kubo integral of `A` and `B`. -/
theorem hasDerivAt_trace_boltzmann (H A B : Matrix n n ℂ) (β : ℝ) :
    HasDerivAt (fun l : ℂ => trace (boltzmann (H - l • B) β * A)) (kubo H A B β) 0 := by
  let g : ℂ → ℂ := fun l => ∫ τ in (0 : ℝ)..β,
    trace (boltzmann (H - l • B) (β - τ) * B * boltzmann H τ * A)
  -- the response at finite field is exactly `l * g l`
  have hd : ∀ l : ℂ, trace (boltzmann (H - l • B) β * A) - trace (boltzmann H β * A)
      = l * g l := by
    intro l
    rw [duhamel_trace, ← intervalIntegral.integral_const_mul]
    refine intervalIntegral.integral_congr fun τ _ => ?_
    simp only [sub_sub_cancel, mul_smul_comm, smul_mul_assoc, trace_smul, smul_eq_mul]
  have hg : Continuous g := by
    refine intervalIntegral.continuous_parametric_intervalIntegral_of_continuous' ?_ 0 β
    exact ((((continuous_boltzmann
      (continuous_const.sub (continuous_fst.smul continuous_const))
      (continuous_const.sub continuous_snd)).mul continuous_const).mul
      (continuous_boltzmann continuous_const continuous_snd)).mul
      continuous_const).matrix_trace
  have h0 : Tendsto g (𝓝[≠] 0) (𝓝 (g 0)) :=
    hg.continuousAt.tendsto.mono_left nhdsWithin_le_nhds
  have hg0 : g 0 = kubo H A B β := by
    simp only [g, kubo, zero_smul, sub_zero]
  rw [hg0] at h0
  -- so the difference quotient is `g l`, which is continuous at zero field
  rw [hasDerivAt_iff_tendsto_slope_zero]
  refine h0.congr' ?_
  filter_upwards [self_mem_nhdsWithin] with l hl
  have hl' : l ≠ 0 := hl
  simp only [zero_add, zero_smul, sub_zero, smul_eq_mul]
  rw [hd l, inv_mul_cancel_left₀ hl']

/-- Reciprocity: the Kubo integral is unchanged when the observable `A` and the perturbation
`B` are exchanged. -/
theorem kubo_symm (H A B : Matrix n n ℂ) (β : ℝ) : kubo H A B β = kubo H B A β := by
  -- reflect imaginary time, `τ → β - τ`, and use cyclicity of the trace
  have h := intervalIntegral.integral_comp_sub_left (a := 0) (b := β)
    (fun τ : ℝ => trace (boltzmann H (β - τ) * B * boltzmann H τ * A)) β
  rw [sub_self, sub_zero] at h
  unfold kubo
  rw [← h]
  refine intervalIntegral.integral_congr fun τ _ => ?_
  simp only [sub_sub_cancel]
  rw [mul_assoc (boltzmann H τ * B), trace_mul_comm, ← mul_assoc]

/-- If the perturbation `B` commutes with `H`, the Kubo integral reduces to
`β Tr(exp(-βH) B A)`. -/
theorem kubo_of_commute (H A B : Matrix n n ℂ) (β : ℝ) (hB : Commute B H) :
    kubo H A B β = β * trace (boltzmann H β * B * A) := by
  have key : ∀ τ : ℝ, boltzmann H (β - τ) * B * boltzmann H τ = boltzmann H β * B := by
    intro τ
    have hc : B * boltzmann H τ = boltzmann H τ * B :=
      ((hB.smul_right τ).neg_right).exp_right
    have hadd : boltzmann H (β - τ) * boltzmann H τ = boltzmann H β := by
      unfold boltzmann
      rw [← Matrix.exp_add_of_commute _ _
        ((((Commute.refl H).smul_left (β - τ)).smul_right τ).neg_left.neg_right)]
      congr 1
      module
    rw [mul_assoc, hc, ← mul_assoc, hadd]
  simp only [kubo, key, intervalIntegral.integral_const, sub_zero, Complex.real_smul]

/-- Static susceptibility: if the partition function of `H` is nonzero, the thermal average of
`A` responds to the field `l` in `H - l B` at `l = 0` with the Kubo integral divided by the
partition function, minus `β` times the product of the averages of `A` and `B`. -/
theorem hasDerivAt_thermalAverage (H A B : Matrix n n ℂ) (β : ℝ)
    (hZ : trace (boltzmann H β) ≠ 0) :
    HasDerivAt (fun l : ℂ => thermalAverage (H - l • B) A β)
      (kubo H A B β / trace (boltzmann H β)
        - β * thermalAverage H A β * thermalAverage H B β) 0 := by
  have h1 := hasDerivAt_trace_boltzmann H A B β
  -- the partition function is the case `A = 1`
  have h2 := hasDerivAt_trace_boltzmann H 1 B β
  rw [kubo_symm, kubo_of_commute H B 1 β (Commute.one_left H)] at h2
  simp only [mul_one] at h2
  have h3 := h1.fun_div h2 (by simpa only [zero_smul, sub_zero] using hZ)
  simp only [zero_smul, sub_zero] at h3
  refine h3.congr_deriv ?_
  unfold thermalAverage
  field_simp

end

end StaticLinearResponse
```

```lean
#print axioms StaticLinearResponse.hasDerivAt_trace_boltzmann
#print axioms StaticLinearResponse.hasDerivAt_thermalAverage
```

```
'StaticLinearResponse.hasDerivAt_trace_boltzmann' depends on axioms: [propext, Classical.choice, Quot.sound]
'StaticLinearResponse.hasDerivAt_thermalAverage' depends on axioms: [propext, Classical.choice, Quot.sound]
```

## The response formula in words

The main theorem, `hasDerivAt_trace_boltzmann`, says that

$$
\frac{d}{d\lambda}\,\mathrm{Tr}\!\left(e^{-\beta(H-\lambda B)}A\right)\Big|_{\lambda=0}
=\int_0^\beta \mathrm{Tr}\!\left(e^{-(\beta-\tau)H}\,B\,e^{-\tau H}A\right)d\tau .
$$

The right-hand side is `kubo H A B β`. In its argument list the observable `A` comes before the perturbation `B`, although $B$ stands further to the left in the trace. Textbooks often divide this integral by $\beta$ and by the partition function and call the result the canonical correlation of $A$ and $B$, which is the Kubo-transformed correlation function at time zero. Here `kubo` is the bare integral.

The matrices have type `Matrix n n ℂ`, where the finite type `n` labels the basis states. The field is written `l` in the code and $\lambda$ here. It is a complex number, so `HasDerivAt` states a complex derivative, and restricting to real $\lambda$ gives the response to a physical field. The inverse temperature `β` may be any real number. For negative `β` the integral from $0$ to $\beta$ is the usual oriented one. None of the matrices has to be Hermitian, and no two of them have to commute.

Three further theorems concern the same integral:

- `kubo_symm` says that exchanging $A$ and $B$ leaves it unchanged.
- `kubo_of_commute` says that it equals $\beta\,\mathrm{Tr}(e^{-\beta H}BA)$ if $B$ commutes with $H$.
- `hasDerivAt_thermalAverage` treats the normalised average. With $Z=\mathrm{Tr}(e^{-\beta H})$ and $\langle A\rangle=\mathrm{Tr}(e^{-\beta H}A)/Z$, the derivative of $\langle A\rangle$ with respect to the field at $\lambda=0$ is

$$
\chi_{AB}=\frac1Z\int_0^\beta \mathrm{Tr}\!\left(e^{-(\beta-\tau)H}Be^{-\tau H}A\right)d\tau-\beta\,\langle A\rangle\langle B\rangle .
$$

This last theorem assumes $Z\neq0$. The assumption holds for every Hermitian $H$ on at least one basis state, because $Z$ is then a sum of positive Boltzmann factors. A non-Hermitian $H$ can have $Z=0$.

## Isothermal susceptibilities and imaginary-time paths

If $B$ is a dipole operator and $\lambda$ an electric field, $\chi_{AB}$ with $A=B$ is a static polarisability at fixed temperature. If $B$ is a spin magnetic moment and $\lambda$ a magnetic field, it is a static spin susceptibility. In both cases the system is in thermal equilibrium at each value of the field. Kubo's name is also attached to the response to a time-dependent drive, which is built from real-time commutators. The integral here describes the equilibrium response to a constant field.

For a system described in a finite basis, the formula gives the static susceptibility as the integral of an imaginary-time correlation function, divided by $Z$, minus $\beta\langle A\rangle\langle B\rangle$. Up to a factor $\beta$, the first term is what a path-integral simulation estimates, for position-dependent $A$ and $B$, by correlating $A$ on one bead of a ring polymer with the average of $B$ over all beads.

The step from these matrices to particles in continuous space needs a separate argument, since $H$ is then unbounded and the convergence of the traces and the differentiability in $\lambda$ have to be established.

## Duhamel's identity from an interpolating trace

Because $B$ and $H$ may fail to commute, the exponential of $-\beta(H-\lambda B)$ need not factor into $e^{-\beta H}e^{\beta\lambda B}$. The derivation therefore compares two Hamiltonians $H$ and $K$ by evolving with $H$ for an imaginary time $\tau$ and with $K$ for the remainder:

$$
F(\tau)=\mathrm{Tr}\!\left(e^{-(\beta-\tau)K}e^{-\tau H}A\right).
$$

The two factors have the derivatives

$$
\frac{d}{d\tau}e^{-(\beta-\tau)K}=e^{-(\beta-\tau)K}K,\qquad
\frac{d}{d\tau}e^{-\tau H}=-He^{-\tau H}.
$$

The product rule, with the order of the matrices kept, gives

$$
F'(\tau)=\mathrm{Tr}\!\left(e^{-(\beta-\tau)K}(K-H)e^{-\tau H}A\right).
$$

At the ends, $F(0)=\mathrm{Tr}(e^{-\beta K}A)$ and $F(\beta)=\mathrm{Tr}(e^{-\beta H}A)$. Since $F(0)-F(\beta)=-\int_0^\beta F'(\tau)\,d\tau$,

$$
\mathrm{Tr}(e^{-\beta K}A)-\mathrm{Tr}(e^{-\beta H}A)
=\int_0^\beta\mathrm{Tr}\!\left(e^{-(\beta-\tau)K}(H-K)e^{-\tau H}A\right)d\tau .
$$

This is `duhamel_trace`. In its proof, `hF` is the formula for $F'$. The facts `h1` and `h2` are the derivatives of the two exponentials, `h3` is the product rule, and `h4` takes the trace, which is allowed because the trace is a continuous linear map (`T`). The tactic `noncomm_ring` then collects the terms without changing the order of any factors. The lemma `continuous_boltzmann` makes the integrand continuous (`hc`) and hence integrable, and the fundamental theorem of calculus supplies the integral. The fact `hz`, that $e^{0}=1$, simplifies the endpoints.

## From a finite field to the derivative

Now set $K=H-\lambda B$, so that $H-K=\lambda B$. Duhamel's identity becomes

$$
\mathrm{Tr}\!\left(e^{-\beta(H-\lambda B)}A\right)-\mathrm{Tr}\!\left(e^{-\beta H}A\right)=\lambda\,g(\lambda),
$$

$$
g(\lambda)=\int_0^\beta\mathrm{Tr}\!\left(e^{-(\beta-\tau)(H-\lambda B)}Be^{-\tau H}A\right)d\tau .
$$

This holds at every field strength, with no expansion in $\lambda$. For $\lambda\neq0$ the difference quotient is exactly $g(\lambda)$. The integrand is jointly continuous in $\lambda$ and $\tau$, and the interval of integration is bounded, so $g$ is continuous. The quotient therefore tends to $g(0)$, which is the Kubo integral.

In `hasDerivAt_trace_boltzmann`, `hd` is the exact finite-field relation, `hg` is the continuity of $g$, and `hg0` identifies $g(0)$ with `kubo H A B β`. The lemma `hasDerivAt_iff_tendsto_slope_zero` turns the claim about a derivative into a limit of difference quotients over nonzero `l`, where `inv_mul_cancel_left₀` cancels the factor $\lambda$.

## Reciprocity, commuting perturbations and normalisation

For the exchange of $A$ and $B$, substitute $\tau\to\beta-\tau$ and then use the cyclicity of the trace:

$$
\int_0^\beta\mathrm{Tr}\!\left(e^{-\tau H}Be^{-(\beta-\tau)H}A\right)d\tau
=\int_0^\beta\mathrm{Tr}\!\left(e^{-(\beta-\tau)H}Ae^{-\tau H}B\right)d\tau .
$$

The left side is the original integral and the right side is the one with $A$ and $B$ exchanged. In `kubo_symm` these two steps are `intervalIntegral.integral_comp_sub_left` and `trace_mul_comm`.

If $B$ commutes with $H$, it also commutes with $e^{-\tau H}$, and

$$
e^{-(\beta-\tau)H}Be^{-\tau H}=e^{-(\beta-\tau)H}e^{-\tau H}B=e^{-\beta H}B .
$$

The integrand no longer depends on $\tau$, so the integral is $\beta\,\mathrm{Tr}(e^{-\beta H}BA)$. The fact `key` in `kubo_of_commute` is this chain of equalities.

For the normalised average, write $N(\lambda)=\mathrm{Tr}(e^{-\beta(H-\lambda B)}A)$ and $Z(\lambda)=\mathrm{Tr}(e^{-\beta(H-\lambda B)})$, so that $Z(0)=Z$. The main theorem gives $N'(0)$ directly. It also gives $Z'(0)$ when the observable is the identity. By reciprocity the identity can take the place of the perturbation, and since it commutes with $H$,

$$
Z'(0)=\beta\,\mathrm{Tr}(e^{-\beta H}B)=\beta Z\langle B\rangle .
$$

The quotient rule then yields

$$
\frac{N'(0)Z-N(0)Z'(0)}{Z^2}=\frac{N'(0)}{Z}-\beta\langle A\rangle\langle B\rangle .
$$

In `hasDerivAt_thermalAverage`, `h1` and `h2` are the derivatives of numerator and denominator, `h3` is the quotient rule, and `field_simp` brings the result into the stated form.

## One basis state

With a single basis state the matrices are numbers $h$, $a$ and $b$. The trace is $e^{-\beta(h-\lambda b)}a$, its derivative at $\lambda=0$ is $\beta ba\,e^{-\beta h}$, and the Kubo integral has a constant integrand and gives the same value. The susceptibility is $\beta ba-\beta ab=0$. This is as it should be, because the average of $A$ in a one-state system is $a$ at any field.

## A two-level system in a transverse field

Take dimensionless units with $\beta=1$ and

$$
H=\begin{pmatrix}0&0\\0&\ln2\end{pmatrix},\qquad
A=B=\begin{pmatrix}0&1\\1&0\end{pmatrix}.
$$

The perturbation connects the two levels and does not commute with $H$. The Boltzmann factors are $1$ and $\tfrac12$, so $Z=\tfrac32$. The integrand has one term for each order of the two levels:

$$
\mathrm{Tr}\!\left(e^{-(1-\tau)H}Be^{-\tau H}A\right)=2^{-\tau}+2^{-(1-\tau)} .
$$

Each term integrates to $\frac{1}{2\ln2}$, so the Kubo integral is $\frac{1}{\ln2}\approx1.443$. Both $\langle A\rangle$ and $\langle B\rangle$ vanish, and the susceptibility is $\frac{2}{3\ln2}\approx0.962$.

The derivative can be checked directly. With $R=\sqrt{(\ln2)^2/4+\lambda^2}$, the exponential of a $2\times2$ matrix gives

$$
\mathrm{Tr}\!\left(e^{-(H-\lambda B)}A\right)=\sqrt2\,\lambda\,\frac{\sinh R}{R}.
$$

At $\lambda=0$ we have $R=\tfrac12\ln2$ and $\sinh R=\frac{1}{2\sqrt2}$, so the slope is $\sqrt2\cdot\frac{1}{2\sqrt2}\cdot\frac{2}{\ln2}=\frac1{\ln2}$, in agreement with the integral. The expression for commuting perturbations, $\beta\,\mathrm{Tr}(e^{-\beta H}BA)$, would give $1.5$ and overestimate the response by about four per cent.
